# Frantz–Mills factorization: for positive excitation energies that add, the sum over relative time orderings of two strings is a product

A relative time ordering of two strings of interactions is represented here by a word of Booleans, latest event first. The letter `true` is the next event on the first string and `false` the next event on the second; the order within each string is fixed. Deleting the first letter leaves the earlier history, which is what a recursion on the last event needs.

Energies take values in a field K, so real and complex energies are both covered.

```lean
import Mathlib

open Finset

namespace FrantzMills

noncomputable section

variable {K : Type*} [Field K]
```

After i events on the first string and j on the second, the system is at the lattice point (i, j). A history of m and n events is a monotone unit-step path from (0, 0) to (m, n). Its last step comes from (m−1, n) or from (m, n−1), when these points exist, and `histories m n` is built accordingly.

```lean
/-- The relative time orderings of `m` events on one string and `n` on another, as words with the
latest event first; `true` is an event on the first string, `false` one on the second. -/
def histories : ℕ → ℕ → Finset (List Bool)
  | 0, 0 => {[]}
  | m + 1, 0 => (histories m 0).image (List.cons true)
  | 0, n + 1 => (histories 0 n).image (List.cons false)
  | m + 1, n + 1 => (histories m (n + 1)).image (List.cons true) ∪
      (histories (m + 1) n).image (List.cons false)
```

## Weights and amplitudes

Let D(i, j) be the energy denominator at (i, j). A path has the weight

∏ 1/D(i, j), over the visited points except the origin.

For example, `[true, false]` means that the second string acts first, and its weight is 1/(D(0, 1) D(1, 1)). The letter counts of a word give its end point, and the tail supplies the remaining factors.

```lean
/-- The product of inverse energy denominators `D i j` over all lattice points `(i, j)` that
a time ordering visits after the origin. -/
def weight (D : ℕ → ℕ → K) : List Bool → K
  | [] => 1
  | s :: w => (D ((s :: w).count true) ((s :: w).count false))⁻¹ * weight D w
```

The amplitude S(m, n), written `amplitude D m n`, is the sum of these weights. Interaction matrix elements and the overall sign are left out: for independent strings they are common to all orderings.

```lean
/-- The sum of the weights of all time orderings of `m` and `n` events. -/
def amplitude (D : ℕ → ℕ → K) (m n : ℕ) : K := ∑ w ∈ histories m n, weight D w
```

The recursive set contains exactly the intended words, those with m letters `true` and n letters `false`. The proof is by induction on the word, with cases on its first letter and on whether m and n are zero.

```lean
/-- The time orderings are exactly the words with `m` events on the first string and `n` on the
second. -/
theorem mem_histories (w : List Bool) (m n : ℕ) :
    w ∈ histories m n ↔ w.count true = m ∧ w.count false = n := by
  induction w generalizing m n with
  | nil => rcases m with _ | m <;> rcases n with _ | n <;> simp [histories]
  | cons s w ih =>
    rcases m with _ | m <;> rcases n with _ | n <;> cases s <;>
      simp [histories, ih]
```

## Removing the last event

All histories that end with an event on the first string, arriving at (m+1, n), share the last denominator. Their weights therefore sum to

S(m, n) / D(m+1, n).

The proof reindexes the sum by the earlier history, which the full word determines uniquely, and takes out the common factor.

```lean
private lemma sum_true (D : ℕ → ℕ → K) (m n : ℕ) :
    ∑ w ∈ (histories m n).image (List.cons true), weight D w
      = (D (m + 1) n)⁻¹ * amplitude D m n := by
  rw [Finset.sum_image (fun a _ b _ h => (List.cons.inj h).2), amplitude, Finset.mul_sum]
  apply Finset.sum_congr rfl
  intro w hw
  obtain ⟨h1, h2⟩ := (mem_histories w m n).mp hw
  simp [weight, h1, h2]
```

If the last event is on the second string, the sum is S(m, n) / D(m, n+1).

```lean
private lemma sum_false (D : ℕ → ℕ → K) (m n : ℕ) :
    ∑ w ∈ (histories m n).image (List.cons false), weight D w
      = (D m (n + 1))⁻¹ * amplitude D m n := by
  rw [Finset.sum_image (fun a _ b _ h => (List.cons.inj h).2), amplitude, Finset.mul_sum]
  apply Finset.sum_congr rfl
  intro w hw
  obtain ⟨h1, h2⟩ := (mem_histories w m n).mp hw
  simp [weight, h1, h2]
```

A path to (m+1, n+1) ends in one of these two ways and never in both, so

S(m+1, n+1) = [S(m, n+1) + S(m+1, n)] / D(m+1, n+1).

The disjointness `hdis` is the statement that the two cases do not overlap.

```lean
/-- Removing the latest event, which lies on one string or the other, gives a recurrence for the
amplitude. -/
theorem amplitude_succ_succ (D : ℕ → ℕ → K) (m n : ℕ) :
    amplitude D (m + 1) (n + 1)
      = (D (m + 1) (n + 1))⁻¹ * (amplitude D m (n + 1) + amplitude D (m + 1) n) := by
  have hdis : Disjoint ((histories m (n + 1)).image (List.cons true))
      ((histories (m + 1) n).image (List.cons false)) := by
    rw [Finset.disjoint_left]
    intro w h1 h2
    obtain ⟨a, _, rfl⟩ := Finset.mem_image.mp h1
    obtain ⟨b, _, h⟩ := Finset.mem_image.mp h2
    simp at h
  rw [amplitude, histories, Finset.sum_union hdis, sum_true, sum_false, mul_add]
```

With no events there is one empty history, of weight 1.

```lean
private lemma amplitude_zero (D : ℕ → ℕ → K) : amplitude D 0 0 = 1 := by
  simp [amplitude, histories, weight]
```

On the edges of the lattice only one string acts, and each step adds one factor:

S(m+1, 0) = S(m, 0) / D(m+1, 0)

```lean
private lemma amplitude_succ_zero (D : ℕ → ℕ → K) (m : ℕ) :
    amplitude D (m + 1) 0 = (D (m + 1) 0)⁻¹ * amplitude D m 0 := by
  rw [amplitude, histories, sum_true]
```

S(0, n+1) = S(0, n) / D(0, n+1)

```lean
private lemma amplitude_zero_succ (D : ℕ → ℕ → K) (n : ℕ) :
    amplitude D 0 (n + 1) = (D 0 (n + 1))⁻¹ * amplitude D 0 n := by
  rw [amplitude, histories, sum_false]
```

Iterating gives S(k, 0) = ∏ 1/D(i, 0) and S(0, k) = ∏ 1/D(0, j), with i and j running from 1 to k. Lean's `range k` starts at 0, hence the shifted arguments `i + 1` and `j + 1`.

```lean
/-- A string of events on its own has as amplitude the product of its inverse denominators. -/
theorem amplitude_single (D : ℕ → ℕ → K) (k : ℕ) :
    amplitude D k 0 = ∏ i ∈ range k, (D (i + 1) 0)⁻¹ ∧
      amplitude D 0 k = ∏ j ∈ range k, (D 0 (j + 1))⁻¹ := by
  induction k with
  | zero => simp [amplitude_zero]
  | succ k ih =>
    rw [amplitude_succ_zero, amplitude_zero_succ, ih.1, ih.2, Finset.prod_range_succ,
      Finset.prod_range_succ]
    exact ⟨mul_comm _ _, mul_comm _ _⟩
```

## Additive energies give a product

Suppose that the strings do not interact with each other, so that their excitation energies add:

D(i+1, j+1) = D(i+1, 0) + D(0, j+1).

Write a = D(m+1, 0), b = D(0, n+1), X = S(m, 0) and Y = S(0, n). If the factorization holds at (m, n+1) and (m+1, n), the recurrence gives

S(m+1, n+1) = (XY/b + XY/a) / (a + b)
= XY (a + b) / (ab (a + b))
= (X/a)(Y/b)
= S(m+1, 0) S(0, n+1).

The double induction supplies the two earlier cases as `h1` and `h2`. The final `linear_combination` is the addition of the fractions, using a·a⁻¹ = 1 and b·b⁻¹ = 1. Denominators need to be nonzero only at the points that the paths can reach after the origin; D(0, 0) is never used and may be zero.

```lean
/-- If the excitation energies of the two strings add and no denominator vanishes, the sum over
relative time orderings is the product of the amplitudes of the separate strings. -/
theorem amplitude_factorises (D : ℕ → ℕ → K)
    (hadd : ∀ i j, D (i + 1) (j + 1) = D (i + 1) 0 + D 0 (j + 1)) (m n : ℕ)
    (hD : ∀ i ≤ m, ∀ j ≤ n, 0 < i + j → D i j ≠ 0) :
    amplitude D m n = amplitude D m 0 * amplitude D 0 n := by
  induction m generalizing n with
  | zero => rw [amplitude_zero, one_mul]
  | succ m ihm =>
    induction n with
    | zero => rw [amplitude_zero, mul_one]
    | succ n ihn =>
      have ha := mul_inv_cancel₀ (hD (m + 1) le_rfl 0 (by omega) (by omega))
      have hb := mul_inv_cancel₀ (hD 0 (by omega) (n + 1) le_rfl (by omega))
      have hd := hD (m + 1) le_rfl (n + 1) le_rfl (by omega)
      have h1 := ihm (n + 1) (fun i hi j hj => hD i (by omega) j hj)
      have h2 := ihn (fun i hi j hj => hD i hi j (by omega))
      rw [amplitude_succ_succ, h1, h2, amplitude_succ_zero, amplitude_zero_succ,
        inv_mul_eq_iff_eq_mul₀ hd, hadd]
      -- the two last events combine through 1/a + 1/b = (a + b)/(ab)
      linear_combination
        (-(amplitude D m 0 * amplitude D 0 n * (D 0 (n + 1))⁻¹)) * ha
          - amplitude D m 0 * amplitude D 0 n * (D (m + 1) 0)⁻¹ * hb
```

Now let A_i and B_j be the excitation energies of the separate strings after i and j events, with A_0 = B_0 = 0 because both start from the reference state. Then D(i, j) = A_i + B_j is additive and, if no denominator after the origin vanishes,

S(m, n) = ∏ 1/A_i · ∏ 1/B_j, with i = 1, …, m and j = 1, …, n.

The smallest case with two orderings is m = n = 1:

1/(A_1 (A_1 + B_1)) + 1/(B_1 (A_1 + B_1)) = 1/(A_1 B_1).

```lean
/-- **Frantz-Mills factorization**: let `A 0 = B 0 = 0`, and let `A i + B j` be nonzero at every
point other than the origin with `i ≤ m` and `j ≤ n`. Then the sum over lattice paths from `(0, 0)`
to `(m, n)` of the products of `1/(A i + B j)` over the points after the origin is the product of
`1/A i` for `i = 1, …, m` and `1/B j` for `j = 1, …, n`. -/
theorem frantz_mills (A B : ℕ → K) (hA0 : A 0 = 0) (hB0 : B 0 = 0) (m n : ℕ)
    (h : ∀ i ≤ m, ∀ j ≤ n, 0 < i + j → A i + B j ≠ 0) :
    amplitude (fun i j => A i + B j) m n
      = (∏ i ∈ range m, (A (i + 1))⁻¹) * ∏ j ∈ range n, (B (j + 1))⁻¹ := by
  rw [amplitude_factorises _ (fun i j => by simp [hA0, hB0]) m n h,
    (amplitude_single _ m).1, (amplitude_single _ n).2]
  simp only [hA0, hB0, add_zero, zero_add]
```

For positive real energies every required denominator is positive. The proof checks the two edges and the interior separately.

```lean
/-- The Frantz-Mills factorization for positive real excitation energies. -/
theorem frantz_mills_of_pos (A B : ℕ → ℝ) (hA0 : A 0 = 0) (hB0 : B 0 = 0) (m n : ℕ)
    (hA : ∀ i < m, 0 < A (i + 1)) (hB : ∀ j < n, 0 < B (j + 1)) :
    amplitude (fun i j => A i + B j) m n
      = (∏ i ∈ range m, (A (i + 1))⁻¹) * ∏ j ∈ range n, (B (j + 1))⁻¹ := by
  apply frantz_mills A B hA0 hB0
  intro i hi j hj hij
  rcases i with _ | i <;> rcases j with _ | j
  · omega
  · rw [hA0, zero_add]
    exact (hB j (by omega)).ne'
  · rw [hB0, add_zero]
    exact (hA i (by omega)).ne'
  · exact (add_pos (hA i (by omega)) (hB j (by omega))).ne'
```

In many-body perturbation theory, this identity combines the relative time orderings of two disconnected diagram parts into a product, provided that their energies add and no denominator vanishes. A closed part that returns to the reference energy has A_m = 0 and is excluded. The linked-cluster theorem, which states that the unlinked terms cancel, concerns diagrams with such closed parts and is not proved here.

## Factorization forces additivity

Conversely, let all denominators away from the origin be nonzero and let the amplitude factorise for every m and n. With a, b, X and Y as before, the recurrence reads

XY (1/a + 1/b) = D(m+1, n+1) XY/(ab).

X and Y are products of nonzero inverses, so XY/(ab) can be cancelled, leaving a + b = D(m+1, n+1). A coupling energy between the strings at any interior point therefore spoils the factorization for some m and n.

```lean
/-- For nonvanishing denominators, the amplitude factorises for all numbers of events if and only
if the excitation energies of the two strings are additive. -/
theorem factorises_iff_additive (D : ℕ → ℕ → K) (hD : ∀ i j, 0 < i + j → D i j ≠ 0) :
    (∀ m n, amplitude D m n = amplitude D m 0 * amplitude D 0 n) ↔
      ∀ i j, D (i + 1) (j + 1) = D (i + 1) 0 + D 0 (j + 1) := by
  refine ⟨fun h m n => ?_, fun h m n =>
    amplitude_factorises D h m n (fun i _ j _ => hD i j)⟩
  have ha0 := hD (m + 1) 0 (by omega)
  have hb0 := hD 0 (n + 1) (by omega)
  have ha := mul_inv_cancel₀ ha0
  have hb := mul_inv_cancel₀ hb0
  have hX : amplitude D m 0 ≠ 0 := by
    rw [(amplitude_single D m).1]
    exact Finset.prod_ne_zero_iff.mpr fun i _ => inv_ne_zero (hD _ _ (by omega))
  have hY : amplitude D 0 n ≠ 0 := by
    rw [(amplitude_single D n).2]
    exact Finset.prod_ne_zero_iff.mpr fun j _ => inv_ne_zero (hD _ _ (by omega))
  -- compare the recurrence with the factorised form and cancel the common factor
  have key := h (m + 1) (n + 1)
  rw [amplitude_succ_succ, h m (n + 1), h (m + 1) n, amplitude_succ_zero,
    amplitude_zero_succ, inv_mul_eq_iff_eq_mul₀ (hD _ _ (by omega))] at key
  apply mul_right_cancel₀ (mul_ne_zero (mul_ne_zero hX hY)
    (mul_ne_zero (inv_ne_zero ha0) (inv_ne_zero hb0)))
  linear_combination -key
    - amplitude D m 0 * amplitude D 0 n * (D 0 (n + 1))⁻¹ * ha
    - amplitude D m 0 * amplitude D 0 n * (D (m + 1) 0)⁻¹ * hb
```

## Equally spaced levels count the orderings

Take A_i = i and B_j = j. After k events the denominator is k whichever string acted, so every word of length k has weight 1/k!.

```lean
private lemma weight_ladder (w : List Bool) :
    weight (fun i j => (i : ℚ) + (j : ℚ)) w
      = ((w.count true + w.count false).factorial : ℚ)⁻¹ := by
  induction w with
  | nil => simp [weight]
  | cons s w ih =>
    have hc : (s :: w).count true + (s :: w).count false
        = (w.count true + w.count false) + 1 := by
      have h1 : (true :: w).count true = w.count true + 1 := by simp
      have h2 : (true :: w).count false = w.count false := by simp
      have h3 : (false :: w).count true = w.count true := by simp
      have h4 : (false :: w).count false = w.count false + 1 := by simp
      cases s
      · rw [h3, h4]
        omega
      · rw [h1, h2]
        omega
    rw [weight, ih, ← Nat.cast_add, hc, Nat.factorial_succ, Nat.cast_mul, mul_inv]
```

The product for a single string of m events is likewise 1/m!.

```lean
private lemma prod_ladder (m : ℕ) :
    ∏ i ∈ range m, (((i + 1 : ℕ) : ℚ))⁻¹ = (m.factorial : ℚ)⁻¹ := by
  rw [Finset.prod_inv_distrib, ← Nat.cast_prod, Finset.prod_range_add_one_eq_factorial]
```

If N is the number of histories, the factorization becomes

N/(m+n)! = 1/(m! n!), hence N · m! n! = (m+n)!.

The proof works with rational numbers and transfers the final equality to the natural numbers.

```lean
/-- The number of relative time orderings of `m` and `n` events, times `m! n!`, is `(m + n)!`. -/
theorem card_histories (m n : ℕ) :
    (histories m n).card * (m.factorial * n.factorial) = (m + n).factorial := by
  -- equally spaced levels give every ordering the same weight
  have key := frantz_mills (fun i => (i : ℚ)) (fun j => (j : ℚ)) (by simp) (by simp) m n
    (fun i _ j _ hij => by
      have h : ((i + j : ℕ) : ℚ) ≠ 0 := Nat.cast_ne_zero.mpr (by omega)
      rwa [Nat.cast_add] at h)
  have hs : amplitude (fun i j => (i : ℚ) + (j : ℚ)) m n
      = ((histories m n).card : ℚ) * ((m + n).factorial : ℚ)⁻¹ := by
    rw [amplitude, ← nsmul_eq_mul, ← Finset.sum_const]
    apply Finset.sum_congr rfl
    intro w hw
    obtain ⟨h1, h2⟩ := (mem_histories w m n).mp hw
    rw [weight_ladder, h1, h2]
  have hN : ((m + n).factorial : ℚ) ≠ 0 := Nat.cast_ne_zero.mpr (Nat.factorial_ne_zero _)
  have hm : (m.factorial : ℚ) ≠ 0 := Nat.cast_ne_zero.mpr (Nat.factorial_ne_zero _)
  have hn : (n.factorial : ℚ) ≠ 0 := Nat.cast_ne_zero.mpr (Nat.factorial_ne_zero _)
  rw [hs, prod_ladder, prod_ladder, ← div_eq_mul_inv, div_eq_iff hN] at key
  have hq : ((histories m n).card : ℚ) * ((m.factorial : ℚ) * (n.factorial : ℚ))
      = ((m + n).factorial : ℚ) := by
    rw [key]
    field_simp
  exact_mod_cast hq

end

end FrantzMills
```

```lean
#print axioms FrantzMills.amplitude_factorises
#print axioms FrantzMills.frantz_mills_of_pos
#print axioms FrantzMills.factorises_iff_additive
#print axioms FrantzMills.card_histories
```

```
'FrantzMills.amplitude_factorises' depends on axioms: [propext, Classical.choice, Quot.sound]
'FrantzMills.frantz_mills_of_pos' depends on axioms: [propext, Classical.choice, Quot.sound]
'FrantzMills.factorises_iff_additive' depends on axioms: [propext, Classical.choice, Quot.sound]
'FrantzMills.card_histories' depends on axioms: [propext, Classical.choice, Quot.sound]
```
